# The operators (rp² + c/r ∓ r)/2 and rp obey the so(2,1) relations with Casimir c when [r, p] = i and c commutes with r and p

The theorem `so21` takes a complex algebra with an invertible element `r`, an element `p` satisfying [r, p] = i (ħ = 1), and an element `c` commuting with both. With A = rp² + c/r, T₁ = (A − r)/2, T₂ = rp and T₃ = (A + r)/2, it states [T₁, T₂] = −iT₃, [T₂, T₃] = iT₁, [T₃, T₁] = iT₂ and T₃² − T₁² − T₂² = c. The statement is purely algebraic: no Hilbert space, adjoint or spectrum appears, and the module `V` is unused. The attempt obtains [T₂, r], [T₂, A] and [r, A] from two earlier lemmas and treats each of the four claims by `linear_combination`, with `simp only [...]; module` passed as its `norm` argument.

In Lean, a first try:

```lean
import Mathlib

open Complex

namespace RadialSO21

noncomputable section

variable {𝒜 : Type*} [Ring 𝒜] [Algebra ℂ 𝒜] {V : Type*} [AddCommGroup V] [Module ℂ V]

/-- The commutator `[x, y] = x y - y x`. -/
def comm (x y : 𝒜) : 𝒜 := x * y - y * x

/-- The operator `A = r p² + c / r`. -/
def opA (r : 𝒜ˣ) (p c : 𝒜) : 𝒜 := r.val * p ^ 2 + c * (r⁻¹).val

/-- The generator `T₁ = (A - r) / 2`. -/
def T1 (r : 𝒜ˣ) (p c : 𝒜) : 𝒜 := (1 / 2 : ℂ) • (opA r p c - r.val)

/-- The generator `T₂ = r p`. -/
def T2 (r : 𝒜ˣ) (p : 𝒜) : 𝒜 := r.val * p

/-- The generator `T₃ = (A + r) / 2`. -/
def T3 (r : 𝒜ˣ) (p c : 𝒜) : 𝒜 := (1 / 2 : ℂ) • (opA r p c + r.val)

/-- If `[r, p] = i` and `c` commutes with `r` and `p`, then `[T₂, r] = -i r` and
`[T₂, A] = i A`. -/
theorem comm_T2 (r : 𝒜ˣ) (p c : 𝒜) (h : comm r.val p = I • 1)
    (hcr : Commute c r.val) (hcp : Commute c p) :
    comm (T2 r p) r.val = -(I • r.val) ∧ comm (T2 r p) (opA r p c) = I • opA r p c := by
  constructor
  · linear_combination (norm := skip) -(r.val * h)
    simp only [comm, T2, mul_sub, mul_assoc, mul_smul_comm, mul_one]
    module
  · -- `r p [r, p] p` gives the kinetic term, `c [r, p] / r` the centrifugal term
    linear_combination (norm := skip) r.val * p * h * p + c * h * (r⁻¹).val
      - r.val * hcp.eq * (r⁻¹).val - hcr.eq * p * (r⁻¹).val
    simp only [comm, T2, opA, pow_two, mul_add, add_mul, mul_sub, sub_mul, mul_assoc,
      mul_smul_comm, smul_mul_assoc, mul_one, Units.mul_inv, Units.inv_mul_cancel_left]
    module

/-- If `[r, p] = i` and `c` commutes with `r`, then `[r, A] = 2 i T₂`. -/
theorem comm_r_opA (r : 𝒜ˣ) (p c : 𝒜) (h : comm r.val p = I • 1) (hcr : Commute c r.val) :
    comm r.val (opA r p c) = (2 * I) • T2 r p := by
  linear_combination (norm := skip) r.val * h * p + r.val * p * h - hcr.eq * (r⁻¹).val
  simp only [comm, T2, opA, pow_two, mul_add, add_mul, mul_sub, sub_mul, mul_assoc,
    mul_smul_comm, smul_mul_assoc, mul_one, Units.mul_inv, Units.inv_mul]
  module

/-- If `[r, p] = i` and `c` commutes with `r` and `p`, then `T₁, T₂, T₃` obey the so(2,1)
commutation relations and `T₃² - T₁² - T₂² = c`. -/
theorem so21 (r : 𝒜ˣ) (p c : 𝒜) (h : comm r.val p = I • 1)
    (hcr : Commute c r.val) (hcp : Commute c p) :
    comm (T1 r p c) (T2 r p) = -(I • T3 r p c) ∧ comm (T2 r p) (T3 r p c) = I • T1 r p c ∧
    comm (T3 r p c) (T1 r p c) = I • T2 r p ∧
    T3 r p c ^ 2 - T1 r p c ^ 2 - T2 r p ^ 2 = c := by
  obtain ⟨h1, h2⟩ := comm_T2 r p c h hcr hcp
  have h3 := comm_r_opA r p c h hcr
  refine ⟨?_, ?_, ?_, ?_⟩
  · linear_combination (norm := (simp only [comm, T1, T3, mul_sub, sub_mul, mul_smul_comm,
      smul_mul_assoc]; module)) (1 / 2 : ℂ) • h1 - (1 / 2 : ℂ) • h2
  · linear_combination (norm := (simp only [comm, T1, T3, mul_add, add_mul, mul_smul_comm,
      smul_mul_assoc]; module)) (1 / 2 : ℂ) • h1 + (1 / 2 : ℂ) • h2
  · linear_combination (norm := (simp only [comm, T1, T3, mul_add, add_mul, mul_sub, sub_mul,
      mul_smul_comm, smul_mul_assoc]; module)) (1 / 2 : ℂ) • h3
  · -- `T₃² - T₁² = (A r + r A) / 2`, and `(r p p r + r r p p) / 2 = r p r p`
    linear_combination (norm := (simp only [comm, T1, T2, T3, opA, pow_two, mul_add, add_mul,
      mul_sub, sub_mul, mul_assoc, mul_smul_comm, smul_mul_assoc, mul_one, one_mul,
      Units.mul_inv, Units.inv_mul, Units.inv_mul_cancel_left, Units.mul_inv_cancel_left]; module))
      (1 / 2 : ℂ) • (r.val * h * p) - (1 / 2 : ℂ) • (r.val * p * h)
        - (1 / 2 : ℂ) • (hcr.eq * (r⁻¹).val)

end

end RadialSO21
```

Lean reports:

```
Main.lean:61:22: error: unexpected identifier; expected ')'
Main.lean:60:2: error: unsolved goals
case a
𝒜 : Type u_1
inst✝¹ : Ring 𝒜
inst✝ : Algebra ℂ 𝒜
r : 𝒜ˣ
p c : 𝒜
h : comm (↑r) p = I • 1
hcr : Commute c ↑r
hcp : Commute c p
h1 : comm (T2 r p) ↑r = -(I • ↑r)
h2 : comm (T2 r p) (opA r p c) = I • opA r p c
h3 : comm (↑r) (opA r p c) = (2 * I) • T2 r p
⊢ (1 / 2) • (opA r p c * T2 r p - ↑r * T2 r p) - (1 / 2) • (T2 r p * opA r p c - T2 r p * ↑r) + 0 -
      (-(I • (1 / 2) • (opA r p c + ↑r)) + 0) =
    0
Main.lean:56:52: error: unsolved goals
case refine_2
𝒜 : Type u_1
inst✝¹ : Ring 𝒜
inst✝ : Algebra ℂ 𝒜
r : 𝒜ˣ
p c : 𝒜
h : comm (↑r) p = I • 1
hcr : Commute c ↑r
hcp : Commute c p
h1 : comm (T2 r p) ↑r = -(I • ↑r)
h2 : comm (T2 r p) (opA r p c) = I • opA r p c
h3 : comm (↑r) (opA r p c) = (2 * I) • T2 r p
⊢ comm (T2 r p) (T3 r p c) = I • T1 r p c

case refine_3
𝒜 : Type u_1
inst✝¹ : Ring 𝒜
inst✝ : Algebra ℂ 𝒜
r : 𝒜ˣ
p c : 𝒜
h : comm (↑r) p = I • 1
hcr : Commute c ↑r
hcp : Commute c p
h1 : comm (T2 r p) ↑r = -(I • ↑r)
h2 : comm (T2 r p) (opA r p c) = I • opA r p c
h3 : comm (↑r) (opA r p c) = (2 * I) • T2 r p
⊢ comm (T3 r p c) (T1 r p c) = I • T2 r p

case refine_4
𝒜 : Type u_1
inst✝¹ : Ring 𝒜
inst✝ : Algebra ℂ 𝒜
r : 𝒜ˣ
p c : 𝒜
h : comm (↑r) p = I • 1
hcr : Commute c ↑r
hcp : Commute c p
h1 : comm (T2 r p) ↑r = -(I • ↑r)
h2 : comm (T2 r p) (opA r p c) = I • opA r p c
h3 : comm (↑r) (opA r p c) = (2 * I) • T2 r p
⊢ T3 r p c ^ 2 - T1 r p c ^ 2 - T2 r p ^ 2 = c
```

Fix (accepted with no message):

```diff
@@ -58,16 +58,20 @@
   have h3 := comm_r_opA r p c h hcr
   refine ⟨?_, ?_, ?_, ?_⟩
-  · linear_combination (norm := (simp only [comm, T1, T3, mul_sub, sub_mul, mul_smul_comm,
-      smul_mul_assoc]; module)) (1 / 2 : ℂ) • h1 - (1 / 2 : ℂ) • h2
-  · linear_combination (norm := (simp only [comm, T1, T3, mul_add, add_mul, mul_smul_comm,
-      smul_mul_assoc]; module)) (1 / 2 : ℂ) • h1 + (1 / 2 : ℂ) • h2
-  · linear_combination (norm := (simp only [comm, T1, T3, mul_add, add_mul, mul_sub, sub_mul,
-      mul_smul_comm, smul_mul_assoc]; module)) (1 / 2 : ℂ) • h3
+  · linear_combination (norm := skip) (1 / 2 : ℂ) • h1 - (1 / 2 : ℂ) • h2
+    simp only [comm, T1, T3, mul_sub, sub_mul, mul_smul_comm, smul_mul_assoc]
+    module
+  · linear_combination (norm := skip) (1 / 2 : ℂ) • h1 + (1 / 2 : ℂ) • h2
+    simp only [comm, T1, T3, mul_add, add_mul, mul_smul_comm, smul_mul_assoc]
+    module
+  · linear_combination (norm := skip) (1 / 2 : ℂ) • h3
+    simp only [comm, T1, T3, mul_add, add_mul, mul_sub, sub_mul, mul_smul_comm, smul_mul_assoc]
+    module
   · -- `T₃² - T₁² = (A r + r A) / 2`, and `(r p p r + r r p p) / 2 = r p r p`
-    linear_combination (norm := (simp only [comm, T1, T2, T3, opA, pow_two, mul_add, add_mul,
-      mul_sub, sub_mul, mul_assoc, mul_smul_comm, smul_mul_assoc, mul_one, one_mul,
-      Units.mul_inv, Units.inv_mul, Units.inv_mul_cancel_left, Units.mul_inv_cancel_left]; module))
-      (1 / 2 : ℂ) • (r.val * h * p) - (1 / 2 : ℂ) • (r.val * p * h)
-        - (1 / 2 : ℂ) • (hcr.eq * (r⁻¹).val)
+    linear_combination (norm := skip) (1 / 2 : ℂ) • (r.val * h * p)
+      - (1 / 2 : ℂ) • (r.val * p * h) - (1 / 2 : ℂ) • (hcr.eq * (r⁻¹).val)
+    simp only [comm, T1, T2, T3, opA, pow_two, mul_add, add_mul, mul_sub, sub_mul, mul_assoc,
+      mul_smul_comm, smul_mul_assoc, mul_one, Units.mul_inv, Units.inv_mul,
+      Units.inv_mul_cancel_left]
+    module
 
 end
```

Diagnosis. The first message is a parse error. The sequence inside `norm := ( ... )` starts with `simp` at column 33 of line 60, and later tactics of a sequence may not stand left of that column. After the line break, `module` stands at column 23, so Lean ends the sequence at `;`, expects `)`, and meets an identifier.

The other messages follow from this. The first bullet ran truncated: `simp only` expanded the goal without `module`, and the two `+ 0` terms show that the combination of `h1` and `h2` was never read. Cases `refine_2` to `refine_4` stay open because their bullets were not parsed.

The diff sets `norm := skip` and puts `simp only` and `module` on aligned lines of their own, with the same coefficients. This cures the first bullet, and the second, whose `module` sat in the same column. In the third and fourth bullets `module` stood right of column 33, so rewriting them is tidying for uniformity, as is dropping `one_mul` and `Units.mul_inv_cancel_left`, which no message concerns.
